# Unitary polar factors of square matrices with singular values at least a > 0 and b > 0 differ by at most 2/(a + b) times the Frobenius distance of the matrices

Suppose I have one occupied orbital $c$ and a reference orbital $r$. Aligning them is only a choice of phase: I write the overlap as $\langle c|r\rangle = uh$ with $|u|=1$ and $h>0$, and replace $c$ by $cu$. If the overlap is $0.01$ and a slightly different reference makes it $-0.01$, my aligned orbital changes sign. If the overlap is near $0.9$, the same small change does almost nothing.

With several orbitals I take the unitary polar factor of the overlap matrix instead. How far can the aligned orbitals move when the reference moves? Is a lower bound on the singular values enough to tell, or does the number of orbitals make it worse?

## A bound with no factor for the number of orbitals

A lower bound on the singular values is enough, and the constant is the same for any number of orbitals. Your one-orbital case already contains the argument. Let the two overlaps be $A=uh$ and $B=vg$, with phases $u,v$ and $h,g>0$. Then

$$(h+g)(1-\bar u v)=\bar u(A-B)-\overline{(A-B)}\,v .$$

The right side has modulus at most $2|A-B|$, and $|1-\bar u v|=|u-v|$. Hence $|u-v|\le 2|A-B|/(h+g)$. For overlaps $0.01$ and $-0.01$ this gives $2$, exactly the sign flip.

For matrices, let $A=UH$ and $B=VG$ with $U,V$ unitary and $H,G$ Hermitian, $H\ge a$, $G\ge b$, $a+b>0$. For $a\ge 0$ the matrix $H$ is the positive semidefinite polar factor of $A$; it is not a Hamiltonian. Write $\|M\|^2=\operatorname{Re}\operatorname{tr}(M^\dagger M)$, $E=A-B$ and $X=1-U^\dagger V$. Since $U^\dagger E=H-U^\dagger VG$ and $E^\dagger V=HU^\dagger V-G$,

$$L:=HX+XG=U^\dagger E-E^\dagger V .$$

The numbers $h+g$ can no longer be divided out, but the bounds on $H$ and $G$ do the same work. Both $X^\dagger(H-a)X$ and $X(G-b)X^\dagger$ are positive semidefinite, so their traces are nonnegative, and adding them gives

$$\operatorname{Re}\operatorname{tr}(X^\dagger L)\ge (a+b)\|X\|^2 .$$

Therefore

$$0\le\|(a+b)X-L\|^2=(a+b)^2\|X\|^2+\|L\|^2-2(a+b)\operatorname{Re}\operatorname{tr}(X^\dagger L)\le\|L\|^2-(a+b)^2\|X\|^2 .$$

For the upper bound on $L$, set $P=U^\dagger E$ and $Q=E^\dagger V$. Both have norm $\|E\|$, and $\|P+Q\|^2\ge 0$ gives

$$\|L\|^2=\|P-Q\|^2\le 2\|P\|^2+2\|Q\|^2=4\|E\|^2 .$$

Finally $\|X\|=\|UX\|=\|U-V\|$. Taking square roots,

$$\|U-V\|\le\frac{2}{a+b}\,\|A-B\| .$$

## From overlap matrices to aligned orbitals

Let the columns of $C$ be orthonormal orbitals, and let $R$ and $R'$ be two references with $C^\dagger R=UH$ and $C^\dagger R'=VG$. The aligned orbitals are $CU$ and $CV$, and $\|CU-CV\|=\|U-V\|$. With $D=R-R'$,

$$0\le\|D-CC^\dagger D\|^2=\|D\|^2-\|C^\dagger D\|^2,$$

so the overlap matrices differ by no more than the references do, and

$$\|CU-CV\|\le\frac{2}{a+b}\,\|R-R'\| .$$

The constant in the matrix bound is the best possible. For $N\ge 1$ orbitals take $U=1$, $V=-1$, $H=a\cdot 1$, $G=b\cdot 1$. Then $\|U-V\|=2\sqrt N$ and $\|UH-VG\|=(a+b)\sqrt N$, which is your sign flip in every orbital at once.

This bears on following orbitals along a geometry scan or a trajectory: in a finite orthonormal basis and for a fixed set $C$, it limits how strongly the aligned orbitals react to the choice of reference.

## What the Lean theorems say about orbitals and references

The finite type `n` labels the orbitals and `m` the basis functions. `frobSq` is $\operatorname{Re}\operatorname{tr}(M^\dagger M)$ and `frobNorm` is its square root. `aligning_unitary_stability` is the matrix bound, `aligned_orbitals_stability` the orbital bound, and `stability_constant_optimal` says that any constant `K` valid for all admissible `U`, `V`, `H`, `G` at given `a` and `b` is at least `2 / (a + b)`, provided there is at least one orbital.

The condition $H\ge a$ appears as positive semidefiniteness of `H - (a : ℂ) • 1`. In Mathlib this includes Hermiticity, so $H^\dagger=H$ is not a separate hypothesis. For $a,b\ge 0$ these numbers are lower bounds on the singular values of the two overlap matrices $C^\dagger R$ and $C^\dagger R'$. If the reference is orthonormal too, the smallest singular value of $C^\dagger R$ is the cosine of the largest principal angle between the two spaces.

Only $a+b>0$ is required. For $a,b>0$ the matrices $U$ and $V$ are the unique unitary polar factors. With $a=0$ and $b>0$, $A$ may be singular and $U$ ambiguous, and the bound holds for every admissible choice. If $a$ is negative, $H$ need not be positive, and $U$ need not be a polar factor at all.

The factorisations are hypotheses; they are not constructed. The condition `Cᴴ * C = 1` says that the orbitals are orthonormal when the coefficients refer to an orthonormal basis; with overlapping atomic orbitals one orthogonalises the basis first. The references need not be orthonormal.

The step left to you is the motion of the orbitals themselves: `aligned_orbitals_stability` uses the same `C` for both references, whereas along a trajectory $C$ changes as well.

```lean
import Mathlib

open Matrix
open scoped ComplexOrder

namespace AligningUnitary

noncomputable section

variable {m n : Type*} [Fintype m] [Fintype n]

/-- The squared Frobenius norm `Re tr(M† M)` of a complex matrix. -/
def frobSq (M : Matrix m n ℂ) : ℝ := (trace (Mᴴ * M)).re

/-- The Frobenius norm of a complex matrix. -/
def frobNorm (M : Matrix m n ℂ) : ℝ := √(frobSq M)

/-- The squared Frobenius norm is nonnegative. -/
theorem frobSq_nonneg (M : Matrix m n ℂ) : 0 ≤ frobSq M :=
  (Complex.nonneg_iff.mp (posSemidef_conjTranspose_mul_self M).trace_nonneg).1

/-- The squared distance of two matrices, expanded with the overlap `Re tr(X† Y)`. -/
theorem frobSq_sub (X Y : Matrix m n ℂ) :
    frobSq (X - Y) = frobSq X + frobSq Y - 2 * (trace (Xᴴ * Y)).re := by
  have h : (trace (Yᴴ * X)).re = (trace (Xᴴ * Y)).re := by
    have e : Yᴴ * X = (Xᴴ * Y)ᴴ := by
      rw [conjTranspose_mul, conjTranspose_conjTranspose]
    rw [e, trace_conjTranspose, Complex.star_def, Complex.conj_re]
  simp only [frobSq, conjTranspose_sub, Matrix.sub_mul, Matrix.mul_sub, trace_sub,
    Complex.sub_re]
  linarith

/-- Scaling a matrix by a real number `c` scales its squared norm by `c ^ 2`. -/
theorem frobSq_real_smul (c : ℝ) (X : Matrix m n ℂ) :
    frobSq ((c : ℂ) • X) = c ^ 2 * frobSq X := by
  simp only [frobSq, conjTranspose_smul, Matrix.smul_mul, Matrix.mul_smul, trace_smul,
    smul_eq_mul, Complex.star_def, Complex.conj_ofReal, Complex.re_ofReal_mul]
  ring

/-- A matrix and its adjoint have the same squared Frobenius norm. -/
theorem frobSq_conjTranspose (M : Matrix m n ℂ) : frobSq Mᴴ = frobSq M := by
  unfold frobSq
  rw [conjTranspose_conjTranspose, trace_mul_comm]

variable [DecidableEq n]

/-- Multiplication from the left by a matrix with orthonormal columns preserves the squared
Frobenius norm. -/
theorem frobSq_isometry_mul {C : Matrix m n ℂ} (hC : Cᴴ * C = 1) (M : Matrix n n ℂ) :
    frobSq (C * M) = frobSq M := by
  unfold frobSq
  rw [conjTranspose_mul, Matrix.mul_assoc, ← Matrix.mul_assoc Cᴴ, hC, Matrix.one_mul]

/-- If `H ≥ a`, `G ≥ b` and `a + b > 0`, the Sylvester map `X ↦ H X + X G` stretches the
Frobenius norm by at least `a + b` (stated for squares). -/
theorem sylvester_lower_bound {H G : Matrix n n ℂ} {a b : ℝ} (hab : 0 < a + b)
    (hH : (H - (a : ℂ) • (1 : Matrix n n ℂ)).PosSemidef)
    (hG : (G - (b : ℂ) • (1 : Matrix n n ℂ)).PosSemidef) (X : Matrix n n ℂ) :
    (a + b) ^ 2 * frobSq X ≤ frobSq (H * X + X * G) := by
  -- a spectral lower bound gives a lower bound on the quadratic form
  have gap : ∀ (K Y : Matrix n n ℂ) (c : ℝ),
      (K - (c : ℂ) • (1 : Matrix n n ℂ)).PosSemidef →
      c * frobSq Y ≤ (trace (Yᴴ * (K * Y))).re := by
    intro K Y c hK
    have h := (Complex.nonneg_iff.mp (hK.conjTranspose_mul_mul_same Y).trace_nonneg).1
    have e : Yᴴ * (K - (c : ℂ) • (1 : Matrix n n ℂ)) * Y
        = Yᴴ * (K * Y) - (c : ℂ) • (Yᴴ * Y) := by
      simp only [Matrix.mul_sub, Matrix.sub_mul, Matrix.mul_smul, Matrix.smul_mul,
        Matrix.mul_one, Matrix.mul_assoc]
    rw [e, trace_sub, trace_smul, smul_eq_mul, Complex.sub_re, Complex.re_ofReal_mul] at h
    unfold frobSq
    linarith
  have h1 := gap H X a hH
  have h2 := gap G Xᴴ b hG
  rw [frobSq_conjTranspose, conjTranspose_conjTranspose, ← Matrix.mul_assoc,
    trace_mul_comm] at h2
  have h3 : (a + b) * frobSq X ≤ (trace (Xᴴ * (H * X + X * G))).re := by
    rw [Matrix.mul_add, trace_add, Complex.add_re]
    linarith
  -- expand the square of (a + b) X - (H X + X G)
  have h4 := frobSq_nonneg (((a + b : ℝ) : ℂ) • X - (H * X + X * G))
  rw [frobSq_sub, frobSq_real_smul, conjTranspose_smul, Matrix.smul_mul, trace_smul,
    smul_eq_mul, Complex.star_def, Complex.conj_ofReal, Complex.re_ofReal_mul] at h4
  have h5 := mul_le_mul_of_nonneg_left h3 hab.le
  nlinarith

/-- For unitary `U`, `V` and Hermitian `H`, `G`, the matrix `1 - U† V` solves a Sylvester
equation whose source is linear in `U H - V G` and its adjoint. -/
theorem sylvester_identity {U V H G : Matrix n n ℂ} (hU : Uᴴ * U = 1) (hV : Vᴴ * V = 1)
    (hH : Hᴴ = H) (hG : Gᴴ = G) :
    H * (1 - Uᴴ * V) + (1 - Uᴴ * V) * G
      = Uᴴ * (U * H - V * G) - (U * H - V * G)ᴴ * V := by
  have e1 : Uᴴ * (U * H) = H := by rw [← Matrix.mul_assoc, hU, Matrix.one_mul]
  have e2 : G * Vᴴ * V = G := by rw [Matrix.mul_assoc, hV, Matrix.mul_one]
  rw [conjTranspose_sub, conjTranspose_mul, conjTranspose_mul, hH, hG,
    _root_.mul_sub Uᴴ, _root_.sub_mul (H * Uᴴ), e1, e2]
  noncomm_ring

/-- Stability of the aligning unitary: if `A = U H` and `B = V G` with `U`, `V` unitary,
`H ≥ a`, `G ≥ b` and `a + b > 0`, then `‖U - V‖ ≤ 2 / (a + b) * ‖A - B‖` in the Frobenius
norm. -/
theorem aligning_unitary_stability {A B U V H G : Matrix n n ℂ} {a b : ℝ}
    (hab : 0 < a + b) (hU : U ∈ unitaryGroup n ℂ) (hV : V ∈ unitaryGroup n ℂ)
    (hH : (H - (a : ℂ) • (1 : Matrix n n ℂ)).PosSemidef)
    (hG : (G - (b : ℂ) • (1 : Matrix n n ℂ)).PosSemidef)
    (hA : A = U * H) (hB : B = V * G) :
    frobNorm (U - V) ≤ 2 / (a + b) * frobNorm (A - B) := by
  have herm : ∀ (K : Matrix n n ℂ) (c : ℝ),
      (K - (c : ℂ) • (1 : Matrix n n ℂ)).PosSemidef → Kᴴ = K := by
    intro K c hK
    have h := hK.isHermitian.eq
    simp only [conjTranspose_sub, conjTranspose_smul, conjTranspose_one, Complex.star_def,
      Complex.conj_ofReal] at h
    exact sub_left_inj.mp h
  have hU1 : Uᴴ * U = 1 := mem_unitaryGroup_iff'.mp hU
  have hU2 : U * Uᴴ = 1 := mem_unitaryGroup_iff.mp hU
  have hV1 : Vᴴ * V = 1 := mem_unitaryGroup_iff'.mp hV
  have hV2 : V * Vᴴ = 1 := mem_unitaryGroup_iff.mp hV
  have key := sylvester_lower_bound hab hH hG (1 - Uᴴ * V)
  rw [sylvester_identity hU1 hV1 (herm H a hH) (herm G b hG), ← hA, ← hB] at key
  -- unitary invariance of the three norms involved
  have hX : frobSq (1 - Uᴴ * V) = frobSq (U - V) := by
    rw [← frobSq_isometry_mul hU1 (1 - Uᴴ * V), Matrix.mul_sub, Matrix.mul_one,
      ← Matrix.mul_assoc, hU2, Matrix.one_mul]
  have hP : frobSq (Uᴴ * (A - B)) = frobSq (A - B) :=
    frobSq_isometry_mul (by rw [conjTranspose_conjTranspose, hU2]) _
  have hQ : frobSq ((A - B)ᴴ * V) = frobSq (A - B) := by
    rw [← frobSq_conjTranspose, conjTranspose_mul, conjTranspose_conjTranspose]
    exact frobSq_isometry_mul (by rw [conjTranspose_conjTranspose, hV2]) _
  -- parallelogram inequality for the source term
  have par := frobSq_nonneg (Uᴴ * (A - B) - -((A - B)ᴴ * V))
  have hneg : frobSq (-((A - B)ᴴ * V)) = frobSq ((A - B)ᴴ * V) := by
    simp only [frobSq, conjTranspose_neg, Matrix.neg_mul, Matrix.mul_neg, neg_neg]
  rw [frobSq_sub, hneg, Matrix.mul_neg, trace_neg, Complex.neg_re, hP, hQ] at par
  rw [hX, frobSq_sub (Uᴴ * (A - B)), hP, hQ] at key
  unfold frobNorm
  rw [div_mul_eq_mul_div, le_div_iff₀ hab]
  refine (pow_le_pow_iff_left₀ (mul_nonneg (Real.sqrt_nonneg _) hab.le)
    (by positivity) two_ne_zero).mp ?_
  rw [mul_pow, mul_pow, Real.sq_sqrt (frobSq_nonneg _), Real.sq_sqrt (frobSq_nonneg _)]
  linarith

/-- Orthonormal orbitals `C` are aligned to references `R` and `R'` by the unitary factors of
`C† R = U H` and `C† R' = V G`. If `H ≥ a`, `G ≥ b` and `a + b > 0`, the aligned orbitals
differ by at most `2 / (a + b)` times the distance of the references. -/
theorem aligned_orbitals_stability {C R R' : Matrix m n ℂ} {U V H G : Matrix n n ℂ}
    {a b : ℝ} (hab : 0 < a + b) (hC : Cᴴ * C = 1)
    (hU : U ∈ unitaryGroup n ℂ) (hV : V ∈ unitaryGroup n ℂ)
    (hH : (H - (a : ℂ) • (1 : Matrix n n ℂ)).PosSemidef)
    (hG : (G - (b : ℂ) • (1 : Matrix n n ℂ)).PosSemidef)
    (hR : Cᴴ * R = U * H) (hR' : Cᴴ * R' = V * G) :
    frobNorm (C * U - C * V) ≤ 2 / (a + b) * frobNorm (R - R') := by
  have main := aligning_unitary_stability hab hU hV hH hG hR hR'
  -- projecting onto the orbital space cannot increase the norm
  have contr : frobSq (Cᴴ * (R - R')) ≤ frobSq (R - R') := by
    have h := frobSq_nonneg ((R - R') - C * (Cᴴ * (R - R')))
    have e : (R - R')ᴴ * (C * (Cᴴ * (R - R')))
        = (Cᴴ * (R - R'))ᴴ * (Cᴴ * (R - R')) := by
      rw [conjTranspose_mul, conjTranspose_conjTranspose, Matrix.mul_assoc]
    rw [frobSq_sub, frobSq_isometry_mul hC, e] at h
    change 0 ≤ _ + _ - 2 * frobSq (Cᴴ * (R - R')) at h
    linarith
  have hl : frobNorm (C * U - C * V) = frobNorm (U - V) := by
    unfold frobNorm
    rw [← Matrix.mul_sub, frobSq_isometry_mul hC]
  rw [hl]
  refine main.trans (mul_le_mul_of_nonneg_left ?_ (div_nonneg zero_le_two hab.le))
  rw [← Matrix.mul_sub]
  exact Real.sqrt_le_sqrt contr

/-- In every nonzero dimension and for `a + b > 0`, a constant `K` that bounds `‖U - V‖` by
`K * ‖U H - V G‖` for all unitary `U`, `V` and all `H ≥ a`, `G ≥ b` is at least
`2 / (a + b)`. -/
theorem stability_constant_optimal [Nonempty n] {a b K : ℝ} (hab : 0 < a + b)
    (hK : ∀ U ∈ unitaryGroup n ℂ, ∀ V ∈ unitaryGroup n ℂ, ∀ H G : Matrix n n ℂ,
      (H - (a : ℂ) • (1 : Matrix n n ℂ)).PosSemidef →
      (G - (b : ℂ) • (1 : Matrix n n ℂ)).PosSemidef →
      frobNorm (U - V) ≤ K * frobNorm (U * H - V * G)) :
    2 / (a + b) ≤ K := by
  -- opposite unitaries 1 and -1, with the scalar matrices a • 1 and b • 1 as H and G
  have h := hK 1 (one_mem _) (-1) (mem_unitaryGroup_iff.mpr (by simp))
    ((a : ℂ) • 1) ((b : ℂ) • 1)
    (by rw [sub_self]; exact PosSemidef.zero) (by rw [sub_self]; exact PosSemidef.zero)
  have e1 : (1 : Matrix n n ℂ) - -1 = ((2 : ℝ) : ℂ) • (1 : Matrix n n ℂ) := by
    rw [sub_neg_eq_add, Complex.ofReal_ofNat, two_smul]
  have e2 : (1 : Matrix n n ℂ) * ((a : ℂ) • 1) - -1 * ((b : ℂ) • 1)
      = ((a + b : ℝ) : ℂ) • (1 : Matrix n n ℂ) := by
    rw [Matrix.one_mul, Matrix.neg_mul, Matrix.one_mul, sub_neg_eq_add,
      Complex.ofReal_add, add_smul]
  have sc : ∀ c : ℝ, 0 ≤ c →
      frobNorm ((c : ℂ) • (1 : Matrix n n ℂ)) = c * frobNorm (1 : Matrix n n ℂ) := by
    intro c hc
    unfold frobNorm
    rw [frobSq_real_smul, Real.sqrt_mul (sq_nonneg c), Real.sqrt_sq hc]
  rw [e1, e2, sc 2 zero_le_two, sc (a + b) hab.le] at h
  have hN : 0 < frobNorm (1 : Matrix n n ℂ) :=
    Real.sqrt_pos.mpr (by simp [frobSq, Fintype.card_pos])
  rw [div_le_iff₀ hab]
  exact le_of_mul_le_mul_right (by linarith) hN

end

end AligningUnitary
```

```lean
#print axioms AligningUnitary.aligned_orbitals_stability
-- 'AligningUnitary.aligned_orbitals_stability' depends on axioms: [propext, Classical.choice, Quot.sound]
#print axioms AligningUnitary.stability_constant_optimal
-- 'AligningUnitary.stability_constant_optimal' depends on axioms: [propext, Classical.choice, Quot.sound]
```

## How the Lean proof reaches the constant

`frobSq_sub` is the expansion of a squared distance, used each time a square is opened above. `frobSq_real_smul` handles real scaling, and `frobSq_conjTranspose` and `frobSq_isometry_mul` supply the invariance of the norm under adjoints and under multiplication by orthonormal columns.

In `sylvester_lower_bound`, the local statement `gap` turns $K\ge c$ into $c\|Y\|^2\le\operatorname{Re}\operatorname{tr}(Y^\dagger KY)$. It is applied to $H$ with $Y=X$ and to $G$ with $Y=X^\dagger$; cyclicity of the trace brings the second into the form needed. Their sum is `h3`, and `h4` is the nonnegative square $\|(a+b)X-L\|^2$, expanded. `h5` multiplies `h3` by $a+b$, and `nlinarith` combines the two.

`sylvester_identity` is the equation for $L$. Unitarity removes $U^\dagger U$ and $V^\dagger V$, and `noncomm_ring` checks the remaining algebra without commuting any matrices.

The main theorem first extracts Hermiticity of $H$ and $G$ (`herm`), then applies the lower bound to $X=1-U^\dagger V$ and rewrites the right side with the identity; the result is `key`. The equalities `hX`, `hP` and `hQ` replace the norms of $X$, $P$ and $Q$ by those of $U-V$ and $A-B$. The inequality `par` is $\|P+Q\|^2\ge0$, written as the square of $P-(-Q)$ so that `frobSq_sub` applies. After the denominator is cleared, both sides are nonnegative and can be compared through their squares, where `linarith` adds `key` and `par`.

For the orbitals, `contr` is the projection inequality for $D$, and `hl` removes $C$ from the left side. In the optimality proof, `sc` evaluates the norm of a nonnegative multiple of the identity. The assumed bound then reads $2\|1\|\le K(a+b)\|1\|$, and `hN`, which says $\|1\|>0$ when there is at least one orbital, allows the common factor to be cancelled.
